# When the correlation energy of one of two occupied orbitals is unchanged by every rotation between them

The correlation energy assigned to an occupied orbital is here a sum of integrals times amplitudes over partner orbitals and a finite set of virtual pairs, and it equals a diagonal entry of an energy matrix D. For two occupied orbitals, `orbitalEnergy_invariant_iff` states that the first orbital's energy is the same after every rotation of the two into each other exactly when D has equal diagonal entries and off-diagonal entries that sum to zero. The integrals and amplitudes are arbitrary real arrays, and both are transformed by the rotation. The proof means to write the rotated energy in terms of D and the sine and cosine of the angle. Turns of 90 and 45 degrees then give the two conditions, and the converse follows from sin² θ + cos² θ = 1.

Lean 4 with Mathlib refuses this proof:

```lean
import Mathlib

open Matrix

namespace LocalCorrelationEnergy

noncomputable section

variable {ι X : Type*} [Fintype ι] [Fintype X]

/-- The correlation energy assigned to occupied orbital `i`: the sum over partner orbitals `j`
and virtual pairs `x` of integral times amplitude. -/
def orbitalEnergy (K T : X → Matrix ι ι ℝ) (i : ι) : ℝ :=
  ∑ j, ∑ x, K x i j * T x i j

/-- The transformation of both occupied indices by `U`, at each fixed virtual pair. -/
def rotate (U : Matrix ι ι ℝ) (K : X → Matrix ι ι ℝ) : X → Matrix ι ι ℝ :=
  fun x => U * K x * Uᵀ

/-- The energy matrix in the occupied space: integrals and amplitudes contracted over one
occupied index and the virtual pair. -/
def energyMatrix (K T : X → Matrix ι ι ℝ) : Matrix ι ι ℝ :=
  ∑ x, K x * (T x)ᵀ

/-- The orbital energies are the diagonal entries of the energy matrix. -/
theorem orbitalEnergy_eq_diag (K T : X → Matrix ι ι ℝ) (i : ι) :
    orbitalEnergy K T i = energyMatrix K T i i := by
  simp only [orbitalEnergy, energyMatrix, Matrix.sum_apply, Matrix.mul_apply,
    Matrix.transpose_apply]
  exact Finset.sum_comm

/-- Under an orthogonal transformation of the occupied orbitals the energy matrix transforms
as `U D Uᵀ`. -/
theorem energyMatrix_rotate [DecidableEq ι] {U : Matrix ι ι ℝ} (hU : Uᵀ * U = 1)
    (K T : X → Matrix ι ι ℝ) :
    energyMatrix (rotate U K) (rotate U T) = U * energyMatrix K T * Uᵀ := by
  simp only [energyMatrix, rotate, Finset.mul_sum, Finset.sum_mul]
  refine Finset.sum_congr rfl fun x _ => ?_
  -- the contracted occupied index meets `Uᵀ * U`
  calc U * K x * Uᵀ * (U * T x * Uᵀ)ᵀ
      = U * K x * (Uᵀ * U) * (T x)ᵀ * Uᵀ := by
        simp only [Matrix.transpose_mul, Matrix.transpose_transpose, Matrix.mul_assoc]
    _ = U * (K x * (T x)ᵀ) * Uᵀ := by
        rw [hU]
        simp only [Matrix.mul_one, Matrix.mul_assoc]

/-- The rotation of two occupied orbitals into each other by the angle `θ`. -/
def planeRotation (θ : ℝ) : Matrix (Fin 2) (Fin 2) ℝ :=
  !![Real.cos θ, Real.sin θ; -Real.sin θ, Real.cos θ]

/-- The rotation of two orbitals is orthogonal. -/
theorem planeRotation_orthogonal (θ : ℝ) :
    (planeRotation θ)ᵀ * planeRotation θ = 1 := by
  have h := Real.sin_sq_add_cos_sq θ
  ext i j
  fin_cases i <;> fin_cases j <;>
    simp [planeRotation, Matrix.mul_apply, Fin.sum_univ_two] <;> nlinarith [h]

/-- The energy of the first of two orbitals after a rotation by `θ`, in terms of the energy
matrix before the rotation. -/
theorem orbitalEnergy_planeRotation (K T : X → Matrix (Fin 2) (Fin 2) ℝ) (θ : ℝ) :
    orbitalEnergy (rotate (planeRotation θ) K) (rotate (planeRotation θ) T) 0 =
      Real.cos θ ^ 2 * energyMatrix K T 0 0
        + Real.cos θ * Real.sin θ * (energyMatrix K T 0 1 + energyMatrix K T 1 0)
        + Real.sin θ ^ 2 * energyMatrix K T 1 1 := by
  rw [orbitalEnergy_eq_diag, energyMatrix_rotate (planeRotation_orthogonal θ)]
  generalize energyMatrix K T = D
  simp only [Matrix.mul_apply, Matrix.transpose_apply, Fin.sum_univ_two]
  simp [planeRotation]
  ring

/-- For two orbitals, the energy of the first is unchanged by every rotation exactly when the
energy matrix has equal diagonal entries and off-diagonal entries that sum to zero. -/
theorem orbitalEnergy_invariant_iff (K T : X → Matrix (Fin 2) (Fin 2) ℝ) :
    (∀ θ : ℝ, orbitalEnergy (rotate (planeRotation θ) K) (rotate (planeRotation θ) T) 0 =
        orbitalEnergy K T 0) ↔
      energyMatrix K T 0 0 = energyMatrix K T 1 1 ∧
        energyMatrix K T 0 1 + energyMatrix K T 1 0 = 0 := by
  simp only [orbitalEnergy_planeRotation, orbitalEnergy_eq_diag]
  generalize energyMatrix K T = D
  constructor
  · intro h
    -- a quarter turn compares the diagonal entries
    have h0 : D 1 1 = D 0 0 := by
      have h2 := h (Real.pi / 2)
      rw [Real.cos_pi_div_two, Real.sin_pi_div_two] at h2
      linear_combination h2
    -- a 45 degree turn isolates the off-diagonal entries
    have h1 := h (Real.pi / 4)
    rw [Real.cos_pi_div_four, Real.sin_pi_div_four] at h1
    have hq : (√2 / 2) ^ 2 = (1 / 2 : ℝ) := by
      rw [div_pow, Real.sq_sqrt (by norm_num)]
      norm_num
    refine ⟨h0.symm, ?_⟩
    linear_combination 2 * h1 - 2 * (D 0 0 + (D 0 1 + D 1 0) + D 1 1) * hq - h0
  · rintro ⟨hd, ho⟩ θ
    linear_combination Real.cos θ * Real.sin θ * ho - Real.sin θ ^ 2 * hd
      + D 0 0 * Real.sin_sq_add_cos_sq θ

end

end LocalCorrelationEnergy
```

Messages:

```
Main.lean:86:10: error: Tactic `rewrite` failed: Did not find an occurrence of the pattern
  Real.cos (Real.pi / 2)
in the target expression
  energyMatrix (rotate (planeRotation (Real.pi / 2)) K) (rotate (planeRotation (Real.pi / 2)) T) 0 0 = D 0 0

X : Type u_2
inst✝ : Fintype X
K T : X → Matrix (Fin 2) (Fin 2) ℝ
D : Matrix (Fin 2) (Fin 2) ℝ
h : ∀ (θ : ℝ), energyMatrix (rotate (planeRotation θ) K) (rotate (planeRotation θ) T) 0 0 = D 0 0
h2 : energyMatrix (rotate (planeRotation (Real.pi / 2)) K) (rotate (planeRotation (Real.pi / 2)) T) 0 0 = D 0 0
⊢ D 1 1 = D 0 0
Main.lean:90:8: error: Tactic `rewrite` failed: Did not find an occurrence of the pattern
  Real.cos (Real.pi / 4)
in the target expression
  energyMatrix (rotate (planeRotation (Real.pi / 4)) K) (rotate (planeRotation (Real.pi / 4)) T) 0 0 = D 0 0

case mp
X : Type u_2
inst✝ : Fintype X
K T : X → Matrix (Fin 2) (Fin 2) ℝ
D : Matrix (Fin 2) (Fin 2) ℝ
h : ∀ (θ : ℝ), energyMatrix (rotate (planeRotation θ) K) (rotate (planeRotation θ) T) 0 0 = D 0 0
h0 : D 1 1 = D 0 0
h1 : energyMatrix (rotate (planeRotation (Real.pi / 4)) K) (rotate (planeRotation (Real.pi / 4)) T) 0 0 = D 0 0
⊢ D 0 0 = D 1 1 ∧ D 0 1 + D 1 0 = 0
Main.lean:97:4: error: ring failed, ring expressions not equal
X : Type u_2
inst✝ : Fintype X
K T : X → Matrix (Fin 2) (Fin 2) ℝ
D : Matrix (Fin 2) (Fin 2) ℝ
hd : D 0 0 = D 1 1
ho : D 0 1 + D 1 0 = 0
θ : ℝ
⊢ energyMatrix (rotate (planeRotation θ) K) (rotate (planeRotation θ) T) 0 0 - Real.cos θ * Real.sin θ * D 0 1 -
          Real.cos θ * Real.sin θ * D 1 0 -
        Real.cos θ ^ 2 * D 0 0 -
      Real.sin θ ^ 2 * D 1 1 =
    0
Main.lean:79:13: warning: This simp argument is unused:
  orbitalEnergy_planeRotation

Hint: Omit it from the simp argument list.
  [apply] simp only [orbitalEnergy_eq_diag]

Note: This linter can be disabled with `set_option linter.unusedSimpArgs false`
```

Diagnosis. Both lemmas in the `simp only` call can rewrite the rotated orbital energy. Lean used `orbitalEnergy_eq_diag`, which turned it into a diagonal entry of the rotated energy matrix. `orbitalEnergy_planeRotation` expects an `orbitalEnergy` on its left-hand side, so it no longer matched, and the warning reports it as unused.

The three errors follow from this. The two `rw` calls find no `Real.cos (Real.pi / 2)` or `Real.cos (Real.pi / 4)` because the angle still sits inside `planeRotation`. In the converse, `linear_combination` leaves an equation that `ring` cannot close: it says that the rotated entry equals its expansion in sine, cosine and the entries of `D`, which is what the unused lemma would have supplied.

The repair splits the call in two. The first `simp only` has just `orbitalEnergy_planeRotation`, so the rotated energy is expanded while it still has the right form. The second turns the remaining, unrotated `orbitalEnergy K T 0` into `energyMatrix K T 0 0`. After `generalize`, the hypotheses and goals have the form the rest of the proof expects.

This version goes through:

```diff
@@ -77,5 +77,6 @@
       energyMatrix K T 0 0 = energyMatrix K T 1 1 ∧
         energyMatrix K T 0 1 + energyMatrix K T 1 0 = 0 := by
-  simp only [orbitalEnergy_planeRotation, orbitalEnergy_eq_diag]
+  simp only [orbitalEnergy_planeRotation]
+  simp only [orbitalEnergy_eq_diag]
   generalize energyMatrix K T = D
   constructor
```
